# The total spin squared of one two-mode fermion site is (3/4) n (2 − n)

The declaration `spin_sq` concerns a single site with two fermion modes, up and down, whose Fock space has four states: empty, up, down and doubly occupied. It states that the squares of the three Abrikosov spin operators, built from the modes with half the Pauli matrices, sum to (3/4) n (2 − n), where n is the fermion number operator. The total spin squared is thus 3/4 on the singly occupied states, as for a spin one-half in units of ħ = 1, and zero on the empty and doubly occupied ones. The attempt writes each squared spin operator through the embedding of the two spin states, uses that half a Pauli matrix squares to 1/4, replaces n by a diagonal matrix, and compares the two sides entry by entry.

The failing Lean file:

```lean
import Mathlib

open Matrix
open NormedSpace (exp)
open scoped Kronecker

namespace PopovFedotov

noncomputable section

/-- Annihilators of the modes up (0) and down (1) in the basis: empty, up, down, doubly occupied. -/
def ann : Fin 2 → Matrix (Fin 4) (Fin 4) ℂ :=
  ![!![0, 1, 0, 0; 0, 0, 0, 0; 0, 0, 0, 1; 0, 0, 0, 0],
    !![0, 0, 1, 0; 0, 0, 0, -1; 0, 0, 0, 0; 0, 0, 0, 0]]

/-- The three Pauli matrices. -/
def pauli : Fin 3 → Matrix (Fin 2) (Fin 2) ℂ :=
  ![!![0, 1; 1, 0], !![0, -Complex.I; Complex.I, 0], !![1, 0; 0, -1]]

/-- Half the Pauli matrices. -/
def halfPauli (a : Fin 3) : Matrix (Fin 2) (Fin 2) ℂ := (1 / 2 : ℂ) • pauli a

/-- The Abrikosov spin operators on the two-mode Fock space. -/
def spin (a : Fin 3) : Matrix (Fin 4) (Fin 4) ℂ :=
  (1 / 2 : ℂ) • ∑ i, ∑ j, pauli a i j • ((ann i)ᴴ * ann j)

/-- The fermion number operator. -/
def number : Matrix (Fin 4) (Fin 4) ℂ := ∑ i, (ann i)ᴴ * ann i

/-- The embedding of the two spin states as the singly occupied Fock states. -/
def embed : Matrix (Fin 4) (Fin 2) ℂ := !![0, 0; 1, 0; 0, 1; 0, 0]

/-- The Abrikosov spin acts as half the Pauli matrices on the singly occupied states and as zero
on the empty and doubly occupied ones. -/
theorem spin_eq (a : Fin 3) : spin a = embed * halfPauli a * embedᵀ := by
  fin_cases a <;> ext k l <;> fin_cases k <;> fin_cases l <;>
    simp [spin, halfPauli, pauli, ann, embed, Matrix.mul_apply, Fin.sum_univ_four,
      Fin.sum_univ_two]

private lemma embed_iso : embedᵀ * embed = 1 := by
  ext i j
  fin_cases i <;> fin_cases j <;> simp [embed, Matrix.mul_apply, Fin.sum_univ_four]

private lemma spin_embed (a : Fin 3) : spin a * embed = embed * halfPauli a := by
  rw [spin_eq, Matrix.mul_assoc, embed_iso, Matrix.mul_one]

private lemma spin_mul (a b : Fin 3) :
    spin a * spin b = embed * (halfPauli a * halfPauli b) * embedᵀ := by
  rw [spin_eq b, ← Matrix.mul_assoc, ← Matrix.mul_assoc, spin_embed, Matrix.mul_assoc embed]

private lemma number_eq : number = diagonal ![0, 1, 1, 2] := by
  ext i j
  fin_cases i <;> fin_cases j <;>
    simp [number, ann, Matrix.mul_apply, Fin.sum_univ_four, Fin.sum_univ_two]
  norm_num

/-- The total spin squared is `(3/4) n (2 - n)`. -/
theorem spin_sq : ∑ a, spin a * spin a = (3 / 4 : ℂ) • (number * ((2 : ℂ) • 1 - number)) := by
  have h (a : Fin 3) : halfPauli a * halfPauli a = (1 / 4 : ℂ) • 1 := by
    fin_cases a <;> ext i j <;> fin_cases i <;> fin_cases j <;>
      simp [halfPauli, pauli, Matrix.mul_apply, Fin.sum_univ_two, Complex.ext_iff] <;> norm_num
  simp only [spin_mul, h, number_eq, Fin.sum_univ_three]
  ext i j
  fin_cases i <;> fin_cases j <;>
    simp [embed, Matrix.mul_apply, Matrix.vecMul, dotProduct, Fin.sum_univ_two] <;> norm_num

end

end PopovFedotov
```

Lean reports:

```
Main.lean:58:92: error: unsolved goals
case «0».«0»
h : ∀ (a : Fin 3), halfPauli a * halfPauli a = (1 / 4) • 1
⊢ ∑ j, diagonal ![0, 1, 1, 2] 0 j * (2 * 1 j 0 - diagonal ![0, 1, 1, 2] j 0) = 0

case «0».«1»
h : ∀ (a : Fin 3), halfPauli a * halfPauli a = (1 / 4) • 1
⊢ ∑ j, diagonal ![0, 1, 1, 2] 0 j * (2 * 1 j 1 - diagonal ![0, 1, 1, 2] j 1) = 0

case «0».«2»
h : ∀ (a : Fin 3), halfPauli a * halfPauli a = (1 / 4) • 1
⊢ ∑ j, diagonal ![0, 1, 1, 2] 0 j * (2 * 1 j 2 - diagonal ![0, 1, 1, 2] j 2) = 0

case «0».«3»
h : ∀ (a : Fin 3), halfPauli a * halfPauli a = (1 / 4) • 1
⊢ ∑ j, diagonal ![0, 1, 1, 2] 0 j * (2 * 1 j 3 - diagonal ![0, 1, 1, 2] j 3) = 0

case «1».«0»
h : ∀ (a : Fin 3), halfPauli a * halfPauli a = (1 / 4) • 1
⊢ ∑ j, diagonal ![0, 1, 1, 2] 1 j * (2 * 1 j 0 - diagonal ![0, 1, 1, 2] j 0) = 0

case «1».«1»
h : ∀ (a : Fin 3), halfPauli a * halfPauli a = (1 / 4) • 1
⊢ ∑ j, diagonal ![0, 1, 1, 2] 1 j * (2 * 1 j 1 - diagonal ![0, 1, 1, 2] j 1) = 1

case «1».«2»
h : ∀ (a : Fin 3), halfPauli a * halfPauli a = (1 / 4) • 1
⊢ ∑ j, diagonal ![0, 1, 1, 2] 1 j * (2 * 1 j 2 - diagonal ![0, 1, 1, 2] j 2) = 0

case «1».«3»
h : ∀ (a : Fin 3), halfPauli a * halfPauli a = (1 / 4) • 1
⊢ ∑ j, diagonal ![0, 1, 1, 2] 1 j * (2 * 1 j 3 - diagonal ![0, 1, 1, 2] j 3) = 0

case «2».«0»
h : ∀ (a : Fin 3), halfPauli a * halfPauli a = (1 / 4) • 1
⊢ ∑ j, diagonal ![0, 1, 1, 2] 2 j * (2 * 1 j 0 - diagonal ![0, 1, 1, 2] j 0) = 0

case «2».«1»
h : ∀ (a : Fin 3), halfPauli a * halfPauli a = (1 / 4) • 1
⊢ ∑ j, diagonal ![0, 1, 1, 2] 2 j * (2 * 1 j 1 - diagonal ![0, 1, 1, 2] j 1) = 0

case «2».«2»
h : ∀ (a : Fin 3), halfPauli a * halfPauli a = (1 / 4) • 1
⊢ ∑ j, diagonal ![0, 1, 1, 2] 2 j * (2 * 1 j 2 - diagonal ![0, 1, 1, 2] j 2) = 1

case «2».«3»
h : ∀ (a : Fin 3), halfPauli a * halfPauli a = (1 / 4) • 1
⊢ ∑ j, diagonal ![0, 1, 1, 2] 2 j * (2 * 1 j 3 - diagonal ![0, 1, 1, 2] j 3) = 0

case «3».«0»
h : ∀ (a : Fin 3), halfPauli a * halfPauli a = (1 / 4) • 1
⊢ ∑ j, diagonal ![0, 1, 1, 2] 3 j * (2 * 1 j 0 - diagonal ![0, 1, 1, 2] j 0) = 0

case «3».«1»
h : ∀ (a : Fin 3), halfPauli a * halfPauli a = (1 / 4) • 1
⊢ ∑ j, diagonal ![0, 1, 1, 2] 3 j * (2 * 1 j 1 - diagonal ![0, 1, 1, 2] j 1) = 0

case «3».«2»
h : ∀ (a : Fin 3), halfPauli a * halfPauli a = (1 / 4) • 1
⊢ ∑ j, diagonal ![0, 1, 1, 2] 3 j * (2 * 1 j 2 - diagonal ![0, 1, 1, 2] j 2) = 0

case «3».«3»
h : ∀ (a : Fin 3), halfPauli a * halfPauli a = (1 / 4) • 1
⊢ ∑ j, diagonal ![0, 1, 1, 2] 3 j * (2 * 1 j 3 - diagonal ![0, 1, 1, 2] j 3) = 0
```

The mended proof, as a diff:

```diff
@@ -63,5 +63,6 @@
   ext i j
   fin_cases i <;> fin_cases j <;>
-    simp [embed, Matrix.mul_apply, Matrix.vecMul, dotProduct, Fin.sum_univ_two] <;> norm_num
+    simp [embed, Matrix.mul_apply, Matrix.vecMul, dotProduct, Fin.sum_univ_two,
+      Matrix.diagonal_apply, Matrix.one_apply] <;> norm_num
 
 end
```

Cause. The error lists all sixteen matrix entries as unsolved. In each, the spin side has been reduced to a number, but the product of n and 2 − n is still a sum over a four-valued index `j`.

`simp` had no way to evaluate that sum. `Fin.sum_univ_two` expands only sums over two values, and the entries `diagonal ![0, 1, 1, 2] 0 j` and `1 j 0` cannot be simplified as diagonal or off-diagonal ones while `j` is a bound variable. The `norm_num` that follows did not close the goals either.

The repair gives `simp` two more lemmas. `Matrix.diagonal_apply` writes an entry of a diagonal matrix as an if-then-else on whether its indices are equal, and `Matrix.one_apply` does the same for the identity matrix. The first factor then vanishes unless `j` is the row index, so `simp` can collapse the sum to that one term without expanding it, and the arithmetic left over is within reach of `simp` and `norm_num`.
